# Irrational k-point steps in one dimension: a nonzero error for every nonconstant harmonic, bounded by a constant over N

Take two k-points, $0$ and $a$, in a Brillouin zone of unit length, and sample the harmonic $e^{2\pi i k}$. Its average over the zone is zero. Its average over the two points has modulus

$$\left|\frac{1+e^{2\pi i a}}{2}\right| = |\cos \pi a| .$$

This vanishes only when $a$ is half an odd integer, so an irrational $a$ always leaves an error. Where $\sin\pi a\neq 0$, the same modulus equals $|\sin 2\pi a|/(2|\sin \pi a|)$, which is at most $1/(2|\sin\pi a|)$. With $N$ points, $2$ is replaced by $N$ in both places, and a geometric sum does the work.

```lean
import Mathlib

open Filter Topology
open scoped Real

namespace IrrationalKPointSampling

noncomputable section
```

## Harmonics, samples and the zone

Let $k$ be the reduced crystal momentum, a real number, and $m$ an integer. The harmonic of index $m$ is $h_m(k)=e^{2\pi i m k}$, which has period one in $k$.

```lean
/-- The lattice harmonic `exp(2πimk)` at reduced crystal momentum `k`. -/
def latticeHarmonic (m : ℤ) (k : ℝ) : ℂ :=
  Complex.exp (2 * π * Complex.I * m * k)
```

For a real step $a$ and a natural number $N$, the sampled average of a function $f$ is

$$A_N(f)=\frac1N\sum_{r=0}^{N-1} f(ra).$$

The points $ra$ are not folded back into the zone. For the periodic functions used here, folding would change nothing.

```lean
/-- The average of `f` over the `N` k-points `0, a, 2a, ..., (N-1)a`. -/
def sampleAverage (a : ℝ) (N : ℕ) (f : ℝ → ℂ) : ℂ :=
  (∑ r ∈ Finset.range N, f (r * a)) / N
```

The quantity to be approximated is the integral over one period, $Z(f)=\int_0^1 f(k)\,dk$.

```lean
/-- The exact average of `f` over the one-dimensional Brillouin zone, of unit length in
reduced coordinates. -/
def zoneAverage (f : ℝ → ℂ) : ℂ := ∫ k in (0 : ℝ)..1, f k
```

A band is a finite Fourier sum $\varepsilon(k)=\sum_{m\in s}c_m h_m(k)$, where $s$ is a finite set of integers. This is the dispersion of a tight-binding chain with one orbital per cell, when the orbitals are orthonormal and the hopping has finite range. The coefficients are allowed to be arbitrary complex numbers; the dispersion is real, as it is for a Hermitian chain, when $s$ is symmetric under $m\to-m$ and $c_{-m}=\overline{c_m}$.

```lean
/-- A band function with finitely many Fourier coefficients `c m`, `m ∈ s`. -/
def band (s : Finset ℤ) (c : ℤ → ℂ) (k : ℝ) : ℂ :=
  ∑ m ∈ s, c m * latticeHarmonic m k
```

## The exact average of a harmonic

For $m\neq0$ the exponential integrates to

$$Z(h_m)=\frac{e^{2\pi i m}-1}{2\pi i m}=0 .$$

The proof first checks that the denominator is nonzero and that $e^{2\pi i m}=1$, then evaluates the integral with `integral_exp_mul_complex`.

```lean
/-- Every harmonic with nonzero index averages to zero over the Brillouin zone. -/
theorem zoneAverage_harmonic {m : ℤ} (hm : m ≠ 0) :
    zoneAverage (latticeHarmonic m) = 0 := by
  have hc : (2 * π * Complex.I * m : ℂ) ≠ 0 := by
    simp [Real.pi_ne_zero, hm]
  have h1 : Complex.exp (2 * π * Complex.I * m) = 1 := by
    rw [show (2 * π * Complex.I * m : ℂ) = m * (2 * π * Complex.I) by ring]
    exact Complex.exp_int_mul_two_pi_mul_I m
  simp only [zoneAverage, latticeHarmonic]
  rw [integral_exp_mul_complex hc, Complex.ofReal_one, mul_one, h1, Complex.ofReal_zero,
    mul_zero, Complex.exp_zero, sub_self, zero_div]
```

## Summing the samples

Moving one step along the sequence multiplies the harmonic by a fixed phase, so $h_m(ra)=h_m(a)^r$.

```lean
/-- The harmonic at the `r`-th k-point is the `r`-th power of its value at the first step. -/
theorem harmonic_sample (m : ℤ) (a : ℝ) (r : ℕ) :
    latticeHarmonic m (r * a) = latticeHarmonic m a ^ r := by
  rw [latticeHarmonic, latticeHarmonic, ← Complex.exp_nat_mul]
  congr 1
  push_cast
  ring
```

The geometric sum will contain differences of the form $h_m(x)-1$. With $\theta=\pi m x$,

$$e^{2i\theta}-1=e^{i\theta}\left(e^{i\theta}-e^{-i\theta}\right)=e^{i\theta}\,2i\sin\theta ,$$

and therefore $|h_m(x)-1|=2|\sin(\pi m x)|$. In the code, `h3` is this factorisation. It is obtained by writing $e^{i\theta}=\cos\theta+i\sin\theta$ and using $\cos^2\theta+\sin^2\theta=1$ and $i^2=-1$.

```lean
/-- The distance of a harmonic from `1` is twice the absolute sine of half its phase. -/
theorem norm_harmonic_sub_one (m : ℤ) (x : ℝ) :
    ‖latticeHarmonic m x - 1‖ = 2 * |Real.sin (π * (m * x))| := by
  obtain ⟨θ, hθ⟩ : ∃ θ : ℝ, θ = π * (m * x) := ⟨_, rfl⟩
  rw [← hθ]
  have h1 : latticeHarmonic m x = Complex.exp (θ * Complex.I) ^ 2 := by
    rw [latticeHarmonic, ← Complex.exp_nat_mul, hθ]
    congr 1
    push_cast
    ring
  have h2 : Complex.exp (θ * Complex.I)
      = (Real.cos θ : ℂ) + (Real.sin θ : ℂ) * Complex.I := by
    rw [Complex.exp_mul_I, Complex.ofReal_cos, Complex.ofReal_sin]
  have cs : (Real.cos θ : ℂ) ^ 2 + (Real.sin θ : ℂ) ^ 2 = 1 := by
    rw [← Complex.ofReal_pow, ← Complex.ofReal_pow, ← Complex.ofReal_add,
      Real.cos_sq_add_sin_sq, Complex.ofReal_one]
  -- half of the phase is pulled out as a factor of modulus one
  have h3 : latticeHarmonic m x - 1
      = Complex.exp (θ * Complex.I) * (2 * (Real.sin θ : ℂ) * Complex.I) := by
    rw [h1, h2]
    linear_combination cs - (Real.sin θ : ℂ) ^ 2 * Complex.I_sq
  rw [h3, norm_mul, Complex.norm_exp_ofReal_mul_I, one_mul]
  generalize Real.sin θ = s
  simp
```

Put $z=h_m(a)$. The geometric sum gives

$$N A_N(h_m)\,(z-1)=z^N-1=h_m(Na)-1 .$$

Taking moduli and halving yields

$$N\,|\sin(\pi m a)|\,|A_N(h_m)|=|\sin(\pi m N a)| .$$

No division by $z-1$ has taken place, so the identity holds for every real $a$. If $ma$ is an integer, both sides are zero and it says nothing about the average; in that case every sample equals one. The step `hsum` is the geometric sum, and the last line halves the equation between moduli.

```lean
/-- The modulus of the sampled harmonic obeys
`N |sin(πma)| |average| = |sin(πmNa)|`, for every step `a` and every number of points. -/
theorem norm_sampleAverage (m : ℤ) (a : ℝ) (N : ℕ) :
    N * |Real.sin (π * (m * a))| * ‖sampleAverage a N (latticeHarmonic m)‖
      = |Real.sin (π * (m * (N * a)))| := by
  rcases Nat.eq_zero_or_pos N with rfl | hN
  · simp
  have hN' : (N : ℂ) ≠ 0 := Nat.cast_ne_zero.mpr hN.ne'
  have hc : ∀ z : ℂ, (N : ℂ) * (z / N) = z := fun z => by field_simp
  -- the geometric sum
  have hsum : (N : ℂ) * sampleAverage a N (latticeHarmonic m) * (latticeHarmonic m a - 1)
      = latticeHarmonic m (N * a) - 1 := by
    simp only [sampleAverage, harmonic_sample]
    rw [hc, geom_sum_mul]
  have h := congrArg norm hsum
  rw [norm_mul, norm_mul, norm_harmonic_sub_one, norm_harmonic_sub_one,
    Complex.norm_natCast] at h
  linear_combination h / 2
```

## When a harmonic is sampled exactly

Suppose that $ma$ is not an integer and $N\ge1$. Then $N|\sin(\pi m a)|$ is nonzero, and $A_N(h_m)=0$ exactly when $\sin(\pi m N a)=0$, that is, when $mNa$ is an integer. Rational steps can meet this condition: the uniform grid $a=1/N$ integrates every harmonic whose index is not a multiple of $N$ without error.

The auxiliary fact `key` translates between a zero of $\sin(\pi x)$ and an integer $x$. The two directions of the equivalence are then read off from the identity above.

```lean
/-- If `ma` is not an integer, the sampled average of the harmonic `m` vanishes
exactly when `mNa` is an integer. -/
theorem sampleAverage_eq_zero_iff {m : ℤ} {a : ℝ} {N : ℕ} (hN : 0 < N)
    (hma : ∀ j : ℤ, (m : ℝ) * a ≠ j) :
    sampleAverage a N (latticeHarmonic m) = 0 ↔ ∃ j : ℤ, (m : ℝ) * (N * a) = j := by
  have key : ∀ x : ℝ, Real.sin (π * x) = 0 ↔ ∃ j : ℤ, x = j := by
    intro x
    rw [Real.sin_eq_zero_iff]
    refine exists_congr fun j => ⟨fun h => ?_, fun h => ?_⟩
    · apply mul_left_cancel₀ Real.pi_ne_zero
      linarith
    · rw [h, mul_comm]
  have hs : Real.sin (π * (m * a)) ≠ 0 := fun h0 => by
    obtain ⟨j, hj⟩ := (key _).mp h0
    exact hma j hj
  have hN' : (N : ℝ) ≠ 0 := Nat.cast_ne_zero.mpr hN.ne'
  have h := norm_sampleAverage m a N
  rw [← key]
  constructor
  · intro h0
    rw [h0, norm_zero, mul_zero] at h
    exact abs_eq_zero.mp h.symm
  · intro h0
    rw [h0, abs_zero] at h
    exact norm_eq_zero.mp
      ((mul_eq_zero.mp h).resolve_left (mul_ne_zero hN' (abs_ne_zero.mpr hs)))
```

An irrational step can't meet it. If $ma=j$ with $m\neq0$ and $j$ an integer, then $a=j/m$ is rational. Lean's `Irrational a` says that $a$ is not the image of any rational number, and the proof exhibits $j/m$ as such a rational.

```lean
/-- A nonzero integer multiple of an irrational step is never an integer. -/
theorem irrational_step {a : ℝ} (ha : Irrational a) {m : ℤ} (hm : m ≠ 0) (j : ℤ) :
    (m : ℝ) * a ≠ j := by
  intro h
  have hm' : (m : ℝ) ≠ 0 := Int.cast_ne_zero.mpr hm
  refine ha ⟨(j : ℚ) / (m : ℚ), ?_⟩
  push_cast
  rw [div_eq_iff hm']
  linarith
```

## Nonzero error, bounded by a constant over N

Let $a$ be irrational, $m\neq0$ and $N\ge1$. Since $Z(h_m)=0$, the sampling error is $A_N(h_m)$ itself. The integer $mN$ is nonzero, so $mNa$ is not an integer and the error is nonzero. Since $|\sin(\pi mNa)|\le1$, the identity also gives

$$0<|A_N(h_m)-Z(h_m)|\le\frac{1}{N|\sin(\pi m a)|}.$$

The theorem `irrational_sampling` states these two facts as a conjunction, with `hN : 0 < N` for $N\ge1$. Its first half applies `irrational_step` to the integer $mN$; its second half shows that the denominator is positive and multiplies it out. The constant $1/|\sin(\pi m a)|$ depends on the harmonic, and is large when $ma$ lies close to an integer.

```lean
/-- For an irrational step, the average of a harmonic with index `m ≠ 0` over any number `N ≥ 1` of
k-points differs from its zone average, and the error is at most `1 / (N |sin(πma)|)`. -/
theorem irrational_sampling {a : ℝ} (ha : Irrational a) {m : ℤ} (hm : m ≠ 0)
    {N : ℕ} (hN : 0 < N) :
    sampleAverage a N (latticeHarmonic m) ≠ zoneAverage (latticeHarmonic m) ∧
    ‖sampleAverage a N (latticeHarmonic m) - zoneAverage (latticeHarmonic m)‖
      ≤ 1 / (N * |Real.sin (π * (m * a))|) := by
  rw [zoneAverage_harmonic hm, sub_zero]
  constructor
  · intro h0
    obtain ⟨j, hj⟩ := (sampleAverage_eq_zero_iff hN (irrational_step ha hm)).mp h0
    have hmN : m * (N : ℤ) ≠ 0 := mul_ne_zero hm (by exact_mod_cast hN.ne')
    apply irrational_step ha hmN j
    push_cast
    linarith
  · have hs : Real.sin (π * (m * a)) ≠ 0 := by
      intro h0
      obtain ⟨j, hj⟩ := Real.sin_eq_zero_iff.mp h0
      apply irrational_step ha hm j
      apply mul_left_cancel₀ Real.pi_ne_zero
      linarith
    have hpos : 0 < (N : ℝ) * |Real.sin (π * (m * a))| :=
      mul_pos (Nat.cast_pos.mpr hN) (abs_pos.mpr hs)
    rw [le_div_iff₀ hpos]
    linarith [norm_sampleAverage m a N, Real.abs_sin_le_one (π * (m * (N * a)))]
```

## From one harmonic to a band

Both averages are linear, and the constant harmonic is sampled exactly. The triangle inequality then gives

$$|A_N(\varepsilon)-Z(\varepsilon)|\le\frac1N\sum_{m\in s,\;m\neq0}\frac{|c_m|}{|\sin(\pi m a)|}.$$

For the completely filled band of a non-interacting chain with one orbital per cell, orthonormal orbitals and finite-range hopping, this bounds the error in the mean band energy. At zero temperature a partly filled band brings in an occupation step at the Fermi level, which a finite Fourier sum doesn't represent.

In the proof, `hA` and `hZ` express the linearity of the two averages, `hz` removes the constant term, and `hE` writes the error as a sum over `s.erase 0`. Each term is then bounded by the single-harmonic theorem. Only an upper bound is stated for a band, because the errors of different harmonics may cancel at a particular $N$.

```lean
/-- For a band with finitely many harmonics, the sampling error is at most `1/N` times the sum of
`|c m| / |sin(πma)|` over its harmonics with index `m ≠ 0`, provided that the step `a` is irrational
and `N ≥ 1`. -/
theorem band_error_le {a : ℝ} (ha : Irrational a) (s : Finset ℤ) (c : ℤ → ℂ)
    {N : ℕ} (hN : 0 < N) :
    ‖sampleAverage a N (band s c) - zoneAverage (band s c)‖
      ≤ (∑ m ∈ s.erase 0, ‖c m‖ / |Real.sin (π * (m * a))|) / N := by
  have hN' : (N : ℂ) ≠ 0 := Nat.cast_ne_zero.mpr hN.ne'
  have hA : sampleAverage a N (band s c)
      = ∑ m ∈ s, c m * sampleAverage a N (latticeHarmonic m) := by
    simp only [sampleAverage, band]
    rw [Finset.sum_comm, Finset.sum_div]
    refine Finset.sum_congr rfl fun m _ => ?_
    rw [← Finset.mul_sum, mul_div_assoc]
  have hcont : ∀ m : ℤ, Continuous (latticeHarmonic m) := fun m => by
    change Continuous fun k : ℝ => Complex.exp (2 * π * Complex.I * m * k)
    fun_prop
  have hZ : zoneAverage (band s c) = ∑ m ∈ s, c m * zoneAverage (latticeHarmonic m) := by
    simp only [zoneAverage, band]
    rw [intervalIntegral.integral_finsetSum]
    · exact Finset.sum_congr rfl fun m _ => intervalIntegral.integral_const_mul _ _
    · intro m _
      exact (continuous_const.mul (hcont m)).intervalIntegrable _ _
  -- the constant harmonic is sampled exactly
  have hz : c 0 * (sampleAverage a N (latticeHarmonic 0)
      - zoneAverage (latticeHarmonic 0)) = 0 := by
    simp [sampleAverage, zoneAverage, latticeHarmonic, hN']
  have hE : sampleAverage a N (band s c) - zoneAverage (band s c)
      = ∑ m ∈ s.erase 0, c m * (sampleAverage a N (latticeHarmonic m)
        - zoneAverage (latticeHarmonic m)) := by
    rw [Finset.sum_erase s hz, hA, hZ, ← Finset.sum_sub_distrib]
    exact Finset.sum_congr rfl fun m _ => by ring
  rw [hE, Finset.sum_div]
  refine (norm_sum_le _ _).trans (Finset.sum_le_sum fun m hm => ?_)
  rw [norm_mul]
  calc _ ≤ ‖c m‖ * (1 / (N * |Real.sin (π * (m * a))|)) :=
        mul_le_mul_of_nonneg_left
          (irrational_sampling ha (Finset.ne_of_mem_erase hm) hN).2 (norm_nonneg _)
    _ = ‖c m‖ / |Real.sin (π * (m * a))| / N := by
        rw [div_div, mul_one_div, mul_comm (N : ℝ)]
```

The sum on the right doesn't depend on $N$, so the bound tends to zero and $A_N(\varepsilon)\to Z(\varepsilon)$. The proof squeezes the error between zero and this bound, which is available for all $N\ge1$.

```lean
/-- For an irrational step, the sampled average of a band with finitely many harmonics
converges to its zone average as the number of k-points grows. -/
theorem band_sampling_tendsto {a : ℝ} (ha : Irrational a) (s : Finset ℤ) (c : ℤ → ℂ) :
    Tendsto (fun N : ℕ => sampleAverage a N (band s c)) atTop
      (𝓝 (zoneAverage (band s c))) :=
  tendsto_iff_norm_sub_tendsto_zero.mpr
    (squeeze_zero' (Eventually.of_forall fun _ => norm_nonneg _)
      ((eventually_gt_atTop 0).mono fun _ hN => band_error_le ha s c hN)
      (tendsto_const_div_atTop_nhds_zero_nat _))

end

end IrrationalKPointSampling
```

```lean
#print axioms IrrationalKPointSampling.irrational_sampling
-- 'IrrationalKPointSampling.irrational_sampling' depends on axioms: [propext, Classical.choice, Quot.sound]
#print axioms IrrationalKPointSampling.band_sampling_tendsto
-- 'IrrationalKPointSampling.band_sampling_tendsto' depends on axioms: [propext, Classical.choice, Quot.sound]
```
